# The Unique Minimiser of the Second-Order Mass-Polarisation Functional Orthogonal to a Simple Ground State

An atomic nucleus of finite mass M recoils as the electrons move. Once the centre-of-mass motion is removed and the electron positions are measured from the nucleus, the kinetic energy contains, besides the reduced mass μ, a coupling between the momenta of different electrons. In units based on μ and with ħ = 1, the Hamiltonian is H + tP, where H is the Hamiltonian without this coupling and

P = Σ_{i<j} p_i·p_j,  t = μ/M.

Here p_i is the momentum conjugate to the position of electron i relative to the nucleus, and the operator P is the mass polarisation. Its first-order effect on the energy is an expectation value in the unperturbed ground state u. The second-order effect requires a correction y to that state, and an approximate y raises the question of how the energy responds to its error.

Let H and P be symmetric operators on a finite-dimensional real inner product space, for instance the physical operators projected onto the span of a real basis set. Let u be a unit eigenvector of H for its lowest eigenvalue E, assumed non-degenerate. For y orthogonal to u, define

F(y) = ⟨y, (H−E)y⟩ + 2⟨y, Pu⟩.

Then F has a unique minimiser y₀ among these vectors. It solves the response equation

(H−E)y₀ = −(Pu − ⟨u,Pu⟩u),

and F(y₀) = ⟨u,Py₀⟩.

## Completing the square above the ground state

**Positivity.** Take an orthonormal eigenbasis b_i of H with eigenvalues ε_i. Then

⟨y, (H−E)y⟩ = Σ_i (ε_i−E)⟨b_i,y⟩².

No term is negative. If y ≠ 0, some overlap ⟨b_i,y⟩ is non-zero. For that i, ε_i = E would make b_i a multiple of u, and the overlap would vanish because y is orthogonal to u. Hence ε_i > E, and the sum is positive.

**Existence.** Define Ay = (H−E)y + ⟨u,y⟩u. Since (H−E)u = 0 and H is symmetric, ⟨u,Ay⟩ = ⟨u,y⟩. If Ay = 0, then ⟨u,y⟩ = 0, so (H−E)y = 0, and positivity gives y = 0. Thus A is injective and, in finite dimension, surjective. Choose y₀ with

Ay₀ = −(Pu − ⟨u,Pu⟩u).

The right-hand side is orthogonal to u, so ⟨u,y₀⟩ = ⟨u,Ay₀⟩ = 0. The projector term in Ay₀ vanishes, leaving the response equation.

**Minimum.** Write y = y₀ + d, with d orthogonal to u. Symmetry of H gives

F(y) = F(y₀) + 2⟨d, (H−E)y₀⟩ + 2⟨d,Pu⟩ + ⟨d, (H−E)d⟩.

The response equation gives ⟨d, (H−E)y₀⟩ = −⟨d,Pu⟩, so

F(y) = F(y₀) + ⟨d, (H−E)d⟩.

The last term is positive unless d = 0, which proves both minimality and uniqueness. A constrained minimiser must therefore be y₀ and must solve the response equation.

**Value and sign.** Taking the inner product of the response equation with y₀ gives ⟨y₀, (H−E)y₀⟩ = −⟨y₀,Pu⟩. Hence

F(y₀) = −⟨y₀,Pu⟩ + 2⟨y₀,Pu⟩ = ⟨y₀,Pu⟩ = ⟨u,Py₀⟩.

If u is not an eigenvector of P, the right-hand side of the response equation is non-zero, so y₀ ≠ 0 and F(y₀) < F(0) = 0.

**Energy of a trial state.** Put p = ⟨u,Pu⟩ and N = ‖u+ty‖² = 1 + t²‖y‖². The cross terms of H vanish, since ⟨u,Hy⟩ = E⟨u,y⟩ = 0, and therefore

⟨u+ty, (H+tP)(u+ty)⟩ = E + tp + t²(⟨y,Hy⟩ + 2⟨y,Pu⟩) + t³⟨y,Py⟩.

Separating off (E+tp)N and dividing by N gives the normalised energy

E + tp + [t²F(y) + t³(⟨y,Py⟩ − p‖y‖²)]/N.

Because N = 1 + t²‖y‖², the coefficient of t² in this energy is F(y).

## A two-level example

In an orthonormal basis, let

H = diag(−1, 1),  P = [[1, 2], [2, 3]],  u = (1, 0).

Here E = −1 and ⟨u,Pu⟩ = 1. A correction orthogonal to u has the form y = (0, x), for which

F(y) = 2x² + 4x = 2(x+1)² − 2.

The minimiser is y₀ = (0, −1), and the minimum is −2. The response equation reads (0, −2) = −((1, 2) − (1, 0)), and ⟨u,Py₀⟩ = −2. The trial value x = −0.9 gives F = −1.98: in this example a ten per cent error in the correction vector costs one per cent of the second-order energy.

## Ground state, functional and response equation in Lean

The space `V` is a real inner product space, and operators are real linear maps `V →ₗ[ℝ] V`.

```lean
import Mathlib

open scoped InnerProductSpace

namespace VariationalMassCorrection

noncomputable section

variable {V : Type*} [NormedAddCommGroup V] [InnerProductSpace ℝ V]
```

The structure `IsSimpleGround H E u` collects the assumptions on the unperturbed problem. The field `lowest` says that no eigenvalue lies below `E`; `simple` says that every solution of the eigenvalue equation at `E` is a multiple of `u`. This is the physical assumption of a non-degenerate ground state in the chosen space, which may be a single symmetry sector. Positivity of H−E is not among the fields.

```lean
/-- The symmetric Hamiltonian `H` has the simple lowest eigenvalue `E`, with unit
eigenvector `u`. -/
structure IsSimpleGround (H : V →ₗ[ℝ] V) (E : ℝ) (u : V) : Prop where
  symm : H.IsSymmetric
  unit : ‖u‖ = 1
  eigen : H u = E • u
  lowest : ∀ (μ : ℝ) (v : V), v ≠ 0 → H v = μ • v → E ≤ μ
  simple : ∀ v : V, H v = E • v → ∃ c : ℝ, v = c • u
```

The functional F is `secondOrder`. It is defined for every vector `y`; orthogonality enters the theorems as a separate hypothesis.

```lean
/-- The second-order functional `⟨y, (H - E) y⟩ + 2 ⟨y, P u⟩` of a vector `y`, for linear maps `H`
and `P`. -/
def secondOrder (H P : V →ₗ[ℝ] V) (E : ℝ) (u y : V) : ℝ :=
  ⟪y, H y - E • y⟫_ℝ + 2 * ⟪y, P u⟫_ℝ
```

The predicate `IsResponse` combines orthogonality with the response equation.

```lean
/-- `y` is orthogonal to `u` and solves the first-order equation
`(H - E) y = -(P u - ⟨u, P u⟩ u)`. -/
def IsResponse (H P : V →ₗ[ℝ] V) (E : ℝ) (u y : V) : Prop :=
  ⟪u, y⟫_ℝ = 0 ∧ H y - E • y = -(P u - ⟪u, P u⟫_ℝ • u)
```

## A Hamiltonian that meets the assumptions

For a unit vector u, the operator below sends u to zero and leaves every vector orthogonal to u unchanged.

```lean
/-- The operator `x ↦ x - ⟨u, x⟩ u`. -/
def excitedProjector (u : V) : V →ₗ[ℝ] V :=
  LinearMap.id - (innerₛₗ ℝ u).smulRight u
```

For an eigenvector v with eigenvalue μ (here not the reduced mass), taking the inner product with v gives ‖v‖² − ⟨u,v⟩² = μ‖v‖². Cauchy–Schwarz makes the left side non-negative, so μ ≥ 0. An eigenvector at zero satisfies v = ⟨u,v⟩u, which proves simplicity.

```lean
/-- For a unit vector `u`, the Hamiltonian `x ↦ x - ⟨u, x⟩ u` has the simple lowest
eigenvalue zero, with eigenvector `u`. -/
theorem isSimpleGround_witness (u : V) (hu : ‖u‖ = 1) :
    IsSimpleGround (excitedProjector u) 0 u := by
  have ha : ∀ x, excitedProjector u x = x - ⟪u, x⟫_ℝ • u := fun x => rfl
  have huu : ⟪u, u⟫_ℝ = 1 := by rw [real_inner_self_eq_norm_sq, hu]; norm_num
  refine ⟨fun x y => ?_, hu, ?_, fun μ v hv h => ?_, fun v h => ⟨⟪u, v⟫_ℝ, ?_⟩⟩
  · rw [ha, ha, inner_sub_left, inner_sub_right, real_inner_smul_left,
      real_inner_smul_right, real_inner_comm u x]
    ring
  · rw [ha, huu, one_smul, sub_self, zero_smul]
  · -- the expectation value in `v` is nonnegative by Cauchy-Schwarz
    have hc : |⟪u, v⟫_ℝ| ≤ ‖v‖ := by
      have := abs_real_inner_le_norm u v
      rwa [hu, one_mul] at this
    have hs : ⟪u, v⟫_ℝ ^ 2 ≤ ‖v‖ ^ 2 := by
      rw [← sq_abs ⟪u, v⟫_ℝ]
      exact pow_le_pow_left₀ (abs_nonneg _) hc 2
    have he : ⟪v, v - ⟪u, v⟫_ℝ • u⟫_ℝ = ⟪v, μ • v⟫_ℝ := by rw [← ha, h]
    rw [inner_sub_right, real_inner_smul_right, real_inner_smul_right,
      real_inner_self_eq_norm_sq, real_inner_comm u v] at he
    have hp : 0 < ‖v‖ ^ 2 := pow_pos (norm_pos_iff.2 hv) 2
    by_contra hμ
    have := mul_neg_of_neg_of_pos (not_le.1 hμ) hp
    nlinarith
  · rw [ha, zero_smul] at h
    exact sub_eq_zero.1 h
```

## Exact identities for the trial energy and the error

`trial_energy` states the expansion before division by the squared norm. Its proof records the vanishing overlaps and the symmetry of P, expands both sides by linearity, and leaves the collection of powers of t to `ring`. The identity holds for every real t; the mass ratio is the physical case.

```lean
variable {H P : V →ₗ[ℝ] V} {E : ℝ} {u : V}

/-- For symmetric `P` and `y` orthogonal to `u`, the quadratic form of `H + t P` at the unnormalised
vector `u + t y` is `E + t ⟨u, P u⟩` times its squared norm, plus `t²` times the second-order
functional, plus an explicit `t³` term. -/
theorem trial_energy (h : IsSimpleGround H E u) (hP : P.IsSymmetric) {y : V}
    (hy : ⟪u, y⟫_ℝ = 0) (t : ℝ) :
    ⟪u + t • y, (H + t • P) (u + t • y)⟫_ℝ =
      (E + t * ⟪u, P u⟫_ℝ) * ‖u + t • y‖ ^ 2 + t ^ 2 * secondOrder H P E u y
        + t ^ 3 * (⟪y, P y⟫_ℝ - ⟪u, P u⟫_ℝ * ‖y‖ ^ 2) := by
  have huu : ⟪u, u⟫_ℝ = 1 := by rw [real_inner_self_eq_norm_sq, h.unit]; norm_num
  have hyu : ⟪y, u⟫_ℝ = 0 := by rw [real_inner_comm, hy]
  have hH : ⟪u, H y⟫_ℝ = 0 := by
    rw [← h.symm u y, h.eigen, real_inner_smul_left, hy, mul_zero]
  have hPy : ⟪u, P y⟫_ℝ = ⟪y, P u⟫_ℝ := by rw [← hP u y, real_inner_comm]
  rw [← real_inner_self_eq_norm_sq, ← real_inner_self_eq_norm_sq]
  simp only [secondOrder, LinearMap.add_apply, LinearMap.smul_apply, map_add, map_smul,
    h.eigen, smul_add, inner_add_left, inner_add_right, inner_sub_right,
    real_inner_smul_left, real_inner_smul_right, huu, hy, hyu, hH, hPy]
  ring
```

`secondOrder_error` is the completed square. The auxiliary statement `e` is the response equation tested against a vector orthogonal to u. The final `linear_combination` uses it for `y` and for `y₀`, which amounts to testing against their difference d, and adds the symmetry of H.

```lean
/-- For `y` orthogonal to `u`, the second-order functional at `y` exceeds its value at a response
vector `y₀` by exactly the quadratic form of `H - E` at `y - y₀`. -/
theorem secondOrder_error (h : IsSimpleGround H E u) {y₀ y : V}
    (h₀ : IsResponse H P E u y₀) (hy : ⟪u, y⟫_ℝ = 0) :
    secondOrder H P E u y = secondOrder H P E u y₀
      + ⟪y - y₀, H (y - y₀) - E • (y - y₀)⟫_ℝ := by
  -- the response equation tested against vectors orthogonal to `u`
  have e : ∀ z, ⟪u, z⟫_ℝ = 0 → ⟪z, H y₀⟫_ℝ - E * ⟪z, y₀⟫_ℝ = -⟪z, P u⟫_ℝ := by
    intro z hz
    have hzu : ⟪z, u⟫_ℝ = 0 := by rw [real_inner_comm, hz]
    rw [← real_inner_smul_right, ← inner_sub_right, h₀.2, inner_neg_right,
      inner_sub_right, real_inner_smul_right, hzu, mul_zero, sub_zero]
  have s : ⟪y₀, H y⟫_ℝ = ⟪y, H y₀⟫_ℝ := by rw [← h.symm y₀ y, real_inner_comm]
  have c : ⟪y₀, y⟫_ℝ = ⟪y, y₀⟫_ℝ := real_inner_comm _ _
  simp only [secondOrder, map_sub, smul_sub, inner_sub_left, inner_sub_right,
    real_inner_smul_right]
  linear_combination 2 * e y hy - 2 * e y₀ h₀.1 + s - E * c
```

The value at a response vector follows by substituting the response equation into the functional and using the symmetry of P.

```lean
/-- For symmetric `P`, the second-order functional at a response vector `y` equals `⟨u, P y⟩`. -/
theorem secondOrder_response (hP : P.IsSymmetric) {y : V} (hy : IsResponse H P E u y) :
    secondOrder H P E u y = ⟪u, P y⟫_ℝ := by
  have hyu : ⟪y, u⟫_ℝ = 0 := by rw [real_inner_comm, hy.1]
  have hPy : ⟪u, P y⟫_ℝ = ⟪y, P u⟫_ℝ := by rw [← hP u y, real_inner_comm]
  rw [secondOrder, hy.2, inner_neg_right, inner_sub_right, real_inner_smul_right, hyu, hPy]
  ring
```

## Positivity and the strict minimum

Finite dimension is assumed from here on. In `excitation_pos`, `b i` and `ev i` are the b_i and ε_i of the derivation. The proof expands the quadratic form, finds a level overlapping with `y`, and uses `simple` to place that level strictly above `E`.

```lean
variable [FiniteDimensional ℝ V]

/-- The quadratic form of `H - E` is strictly positive on nonzero vectors orthogonal to
the ground state. -/
theorem excitation_pos (h : IsSimpleGround H E u) {y : V} (hy : ⟪u, y⟫_ℝ = 0)
    (hne : y ≠ 0) : 0 < ⟪y, H y - E • y⟫_ℝ := by
  obtain ⟨b, ev, hb⟩ : ∃ (b : OrthonormalBasis (Fin (Module.finrank ℝ V)) ℝ V)
      (ev : Fin (Module.finrank ℝ V) → ℝ), ∀ i, H (b i) = ev i • b i :=
    ⟨h.symm.eigenvectorBasis rfl, h.symm.eigenvalues rfl,
      fun i => h.symm.apply_eigenvectorBasis rfl i⟩
  -- expand in the eigenbasis of `H`
  have expand : ⟪y, H y - E • y⟫_ℝ = ∑ i, (ev i - E) * ⟪b i, y⟫_ℝ ^ 2 := by
    rw [← b.sum_inner_mul_inner y (H y - E • y)]
    refine Finset.sum_congr rfl fun i _ => ?_
    have h1 : ⟪b i, H y⟫_ℝ = ev i * ⟪b i, y⟫_ℝ := by
      rw [← h.symm (b i) y, hb, real_inner_smul_left]
    rw [inner_sub_right, real_inner_smul_right, h1, real_inner_comm (b i) y]
    ring
  have low : ∀ i, E ≤ ev i := fun i => h.lowest _ _ (b.orthonormal.ne_zero i) (hb i)
  obtain ⟨i, hi⟩ : ∃ i, ⟪b i, y⟫_ℝ ≠ 0 := by
    by_contra hcon
    have hz : ∀ i, ⟪b i, y⟫_ℝ = 0 := fun i => by_contra fun hi => hcon ⟨i, hi⟩
    refine hne ((inner_self_eq_zero (𝕜 := ℝ)).1 ?_)
    rw [← b.sum_inner_mul_inner y y]
    exact Finset.sum_eq_zero fun i _ => by rw [hz i, mul_zero]
  -- a level that overlaps with `y` lies strictly above `E`
  have hlt : E < ev i := by
    refine lt_of_le_of_ne (low i) fun heq => hi ?_
    obtain ⟨c, hc⟩ := h.simple (b i) (by rw [hb i, heq])
    rw [hc, real_inner_smul_left, hy, mul_zero]
  rw [expand]
  exact Finset.sum_pos' (fun j _ => mul_nonneg (sub_nonneg.2 (low j)) (sq_nonneg _))
    ⟨i, Finset.mem_univ i, mul_pos (sub_pos.2 hlt) (by positivity)⟩
```

Applied to `y - y₀`, positivity turns the error identity into a strict inequality.

```lean
/-- A response vector gives a strictly lower second-order functional than any other trial
vector orthogonal to `u`. -/
theorem response_strict_min (h : IsSimpleGround H E u) {y₀ y : V}
    (h₀ : IsResponse H P E u y₀) (hy : ⟪u, y⟫_ℝ = 0) (hne : y ≠ y₀) :
    secondOrder H P E u y₀ < secondOrder H P E u y := by
  have hd : ⟪u, y - y₀⟫_ℝ = 0 := by rw [inner_sub_right, hy, h₀.1, sub_zero]
  have := excitation_pos h hd (sub_ne_zero.2 hne)
  rw [secondOrder_error h h₀ hy]
  linarith
```

## Existence, uniqueness and the minimum value

The main theorem returns a vector `y₀` with four properties: orthogonality to u, the response equation, the value ⟨u,Py₀⟩, and a strictly lower functional than at any other admissible vector. The last property contains uniqueness. The proof builds the operator A, shows that it is injective by `excitation_pos`, and obtains `y₀` from surjectivity.

For electronic-structure work in a finite real basis with a non-degenerate ground state, the theorem means that, for any trial correction y orthogonal to u, the value F(y) is an upper bound to the minimum value ⟨u,Py₀⟩, provided that u and E are exact within that basis. Identifying this minimum with the t² coefficient of the exact lowest eigenvalue of H + tP belongs to standard perturbation theory and is not stated here; neither is convergence to the complete-basis limit.

```lean
/-- For symmetric `P`, among vectors orthogonal to the ground state `u`, the second-order functional
has a unique minimiser `y₀`; it solves the first-order equation, and the minimum is `⟨u, P y₀⟩`. -/
theorem variational_mass_correction (h : IsSimpleGround H E u) (hP : P.IsSymmetric) :
    ∃ y₀ : V, ⟪u, y₀⟫_ℝ = 0 ∧ H y₀ - E • y₀ = -(P u - ⟪u, P u⟫_ℝ • u) ∧
      secondOrder H P E u y₀ = ⟪u, P y₀⟫_ℝ ∧
      ∀ y, ⟪u, y⟫_ℝ = 0 → y ≠ y₀ → secondOrder H P E u y₀ < secondOrder H P E u y := by
  have huu : ⟪u, u⟫_ℝ = 1 := by rw [real_inner_self_eq_norm_sq, h.unit]; norm_num
  -- adding the projector on `u` makes `H - E` invertible
  obtain ⟨A, hA⟩ : ∃ A : V →ₗ[ℝ] V, ∀ y, A y = H y - E • y + ⟪u, y⟫_ℝ • u :=
    ⟨H - E • LinearMap.id + (innerₛₗ ℝ u).smulRight u, fun y => rfl⟩
  have hc : ∀ y, ⟪u, A y⟫_ℝ = ⟪u, y⟫_ℝ := by
    intro y
    rw [hA, inner_add_right, inner_sub_right, ← h.symm u y, h.eigen, real_inner_smul_left,
      real_inner_smul_right, real_inner_smul_right, huu]
    ring
  have inj : Function.Injective A := by
    refine (injective_iff_map_eq_zero A).2 fun y hy => ?_
    have h0 : ⟪u, y⟫_ℝ = 0 := by rw [← hc y, hy, inner_zero_right]
    have h1 := hA y
    rw [hy, h0, zero_smul, add_zero] at h1
    by_contra hne
    have hp := excitation_pos h h0 hne
    rw [← h1, inner_zero_right] at hp
    exact lt_irrefl _ hp
  obtain ⟨y₀, hy₀⟩ := LinearMap.injective_iff_surjective.1 inj (-(P u - ⟪u, P u⟫_ℝ • u))
  have h0 : ⟪u, y₀⟫_ℝ = 0 := by
    rw [← hc y₀, hy₀, inner_neg_right, inner_sub_right, real_inner_smul_right, huu]
    ring
  have hr : IsResponse H P E u y₀ :=
    ⟨h0, by rw [← hy₀, hA, h0, zero_smul, add_zero]⟩
  exact ⟨y₀, h0, hr.2, secondOrder_response hP hr,
    fun y hy hne => response_strict_min h hr hy hne⟩
```

The next theorem makes minimisation and the response equation equivalent for vectors orthogonal to u. In the forward direction, a minimiser different from `y₀` would contradict the strict inequality; the reverse direction is `response_strict_min`.

```lean
/-- A vector orthogonal to `u` minimises the second-order functional under this constraint
exactly when it solves the first-order equation. -/
theorem minimiser_iff_response (h : IsSimpleGround H E u) (hP : P.IsSymmetric) {y : V}
    (hy : ⟪u, y⟫_ℝ = 0) :
    (∀ z, ⟪u, z⟫_ℝ = 0 → secondOrder H P E u y ≤ secondOrder H P E u z) ↔
      H y - E • y = -(P u - ⟪u, P u⟫_ℝ • u) := by
  constructor
  · intro hmin
    obtain ⟨y₀, h0, heq, -, hlt⟩ := variational_mass_correction h hP
    have hyy : y = y₀ := by
      by_contra hne
      exact not_lt_of_ge (hmin y₀ h0) (hlt y hy hne)
    rw [hyy]
    exact heq
  · intro heq z hz
    rcases eq_or_ne z y with hzy | hne
    · rw [hzy]
    · exact (response_strict_min h ⟨hy, heq⟩ hz hne).le
```

The sign result compares the response vector with the zero correction. If the two were equal, the response equation would make u an eigenvector of P, against the hypothesis `hu`.

```lean
/-- If `P` is symmetric and `u` is not an eigenvector of `P`, then `⟨u, P y⟩` is strictly negative
for a response vector `y`. -/
theorem correction_neg (h : IsSimpleGround H E u) (hP : P.IsSymmetric) {y : V}
    (hy : IsResponse H P E u y) (hu : ∀ p : ℝ, P u ≠ p • u) : ⟪u, P y⟫_ℝ < 0 := by
  have hne : (0 : V) ≠ y := by
    intro h0
    have h1 := hy.2
    rw [← h0, map_zero, smul_zero, sub_zero] at h1
    exact hu _ (sub_eq_zero.1 (neg_eq_zero.1 h1.symm))
  -- compare with the trial vector zero
  have hlt := response_strict_min h hy (inner_zero_right u) hne
  have hz : secondOrder H P E u 0 = 0 := by
    rw [secondOrder, inner_zero_left, inner_zero_left, mul_zero, add_zero]
  rwa [secondOrder_response hP hy, hz] at hlt

end

end VariationalMassCorrection
```

```lean
#print axioms VariationalMassCorrection.trial_energy
-- 'VariationalMassCorrection.trial_energy' depends on axioms: [propext, Classical.choice, Quot.sound]
#print axioms VariationalMassCorrection.variational_mass_correction
-- 'VariationalMassCorrection.variational_mass_correction' depends on axioms: [propext, Classical.choice, Quot.sound]
#print axioms VariationalMassCorrection.minimiser_iff_response
-- 'VariationalMassCorrection.minimiser_iff_response' depends on axioms: [propext, Classical.choice, Quot.sound]
#print axioms VariationalMassCorrection.correction_neg
-- 'VariationalMassCorrection.correction_neg' depends on axioms: [propext, Classical.choice, Quot.sound]
```
